# The eigenvalues of an exactly decoupled large-component Hamiltonian are eigenvalues of the full block matrix

Let H be a finite Hermitian matrix with rows (A, B) and (B†, D). Suppose that a matrix X satisfies

B† + DX = XL, with L = A + BX,

and that R is a Hermitian matrix with R²G = 1, where G = 1 + X†X. Then R(GL)R is Hermitian and equal to R⁻¹LR. Its characteristic polynomial is that of L, and it divides the characteristic polynomial of H.

This is the algebra behind exact two-component methods in relativistic electronic structure, here for a one-electron Hamiltonian in a finite orthonormal basis, with X and R assumed to be given.

## The blocks and the decoupling condition

In Lean 4 with Mathlib:

```lean
import Mathlib

open Matrix
open scoped ComplexOrder

namespace ExactDecoupling

noncomputable section

variable {m n : Type*} [Fintype m] [DecidableEq m] [Fintype n]
```

The types `m` and `n` label the basis functions of the large and the small component. `Fintype` makes both sets finite; their sizes are otherwise free and need not be equal.

```lean
/-- The full Hamiltonian, with large-component block `A`, small-component block `D` and
coupling `B`. -/
def fullHamiltonian (A : Matrix m m ℂ) (B : Matrix m n ℂ) (D : Matrix n n ℂ) :
    Matrix (m ⊕ n) (m ⊕ n) ℂ :=
  fromBlocks A B Bᴴ D
```

`Matrix m n ℂ` is a complex matrix with rows labelled by `m` and columns by `n`, and `ᴴ` is the dagger. The full Hamiltonian acts on the combined index set `m ⊕ n`. Its lower left block is B† by construction, so H is Hermitian as soon as A and D are.

```lean
/-- The unnormalised Hamiltonian `L = A + B X` obtained by eliminating the small component
through `small = X large`. -/
def eliminated (A : Matrix m m ℂ) (B : Matrix m n ℂ) (X : Matrix n m ℂ) : Matrix m m ℂ :=
  A + B * X
```

If the small component is tied to the large component φ by χ = Xφ, the upper row of H gives Aφ + Bχ = (A + BX)φ. This defines L, called `eliminated` in the code. In general L is not Hermitian.

```lean
/-- The metric `G = 1 + X† X` of the large component. -/
def metric (X : Matrix n m ℂ) : Matrix m m ℂ :=
  1 + Xᴴ * X
```

The squared norm of the full vector (φ, Xφ) is φ†φ + φ†X†Xφ = φ†Gφ. So G is the metric that the large component inherits from the full space.

```lean
/-- The decoupling equation `B† + D X = X L`. -/
def Decouples (A : Matrix m m ℂ) (B : Matrix m n ℂ) (D : Matrix n n ℂ)
    (X : Matrix n m ℂ) : Prop :=
  Bᴴ + D * X = X * eliminated A B X
```

`Decouples` is a proposition, a statement that may be true or false of given matrices. Physically, it says that H preserves the tie between the components:

H(φ, Xφ) = (Lφ, (B† + DX)φ) = (Lφ, XLφ).

The result again has the form (ψ, Xψ), with ψ = Lφ.

```lean
/-- The normalised Hamiltonian `R (G L) R` for the large component. -/
def normalised (A : Matrix m m ℂ) (B : Matrix m n ℂ) (X : Matrix n m ℂ)
    (R : Matrix m m ℂ) : Matrix m m ℂ :=
  R * (metric X * eliminated A B X) * R
```

This is the Hamiltonian for a large component with the ordinary norm. The definition accepts any R; the condition R²G = 1 enters as a hypothesis of the theorems. The usual choice is R = G^(−1/2).

## Hermiticity and similarity

```lean
/-- If `X` solves the decoupling equation, `G L` is the full Hamiltonian sandwiched between
the columns `(1, X)`. -/
theorem metric_mul_eliminated {A : Matrix m m ℂ} {B : Matrix m n ℂ} {D : Matrix n n ℂ}
    {X : Matrix n m ℂ} (h : Decouples A B D X) :
    metric X * eliminated A B X = A + B * X + Xᴴ * Bᴴ + Xᴴ * D * X := by
  have h' : Bᴴ + D * X = X * eliminated A B X := h
  rw [metric, Matrix.add_mul, Matrix.one_mul, Matrix.mul_assoc, ← h', eliminated]
  simp only [Matrix.mul_add, Matrix.mul_assoc, add_assoc]
```

The names in braces are the matrices concerned, `h` is the assumption that X decouples, and the equation after the colon is the claim. By hand:

GL = L + X†(XL) = L + X†(B† + DX) = A + BX + X†B† + X†DX.

With A and D Hermitian, the first and last terms are Hermitian and the middle two are each other's adjoints, so GL is Hermitian. In the proof, `← h'` is the step that replaces XL by B† + DX; the rest is expanding products.

```lean
/-- If `R² G = 1`, then `R` is invertible and the normalised Hamiltonian is `R⁻¹ L R`. -/
theorem normalised_similar (A : Matrix m m ℂ) (B : Matrix m n ℂ) {X : Matrix n m ℂ}
    {R : Matrix m m ℂ} (hRG : R * R * metric X = 1) :
    IsUnit R ∧ normalised A B X R = R⁻¹ * eliminated A B X * R := by
  -- the inverse of `R` is `R G`
  have h1 : R * (R * metric X) = 1 := by rw [← mul_assoc]; exact hRG
  have h2 : R * metric X * R = 1 := mul_eq_one_comm.mp h1
  refine ⟨⟨⟨R, R * metric X, h1, h2⟩, rfl⟩, ?_⟩
  rw [Matrix.inv_eq_right_inv h1, normalised]
  simp only [mul_assoc]
```

The hypothesis `hRG` reads R·R·G = 1, that is, R(RG) = 1. For finite square matrices a right inverse is also a left inverse, so (RG)R = 1 and R⁻¹ = RG. Therefore

R(GL)R = (RG)LR = R⁻¹LR.

`IsUnit R` says that R is invertible, and `∧` means "and". The lines `h1` and `h2` are the two products above. Neither the decoupling equation nor the Hermiticity of R is needed here.

The order of the factors is easily reversed. RLR⁻¹ has the same eigenvalues as R⁻¹LR, so comparing spectra will not expose the error, but it is in general not Hermitian.

## How the spectrum of H splits

```lean
/-- If `X` solves the decoupling equation, the characteristic polynomial of the full
Hamiltonian is the product of those of `L = A + B X` and `D - X B`. -/
theorem charpoly_factor [DecidableEq n] {A : Matrix m m ℂ} {B : Matrix m n ℂ}
    {D : Matrix n n ℂ} {X : Matrix n m ℂ} (h : Decouples A B D X) :
    (fullHamiltonian A B D).charpoly =
      (eliminated A B X).charpoly * (D - X * B).charpoly := by
  have h' : Bᴴ + D * X = X * eliminated A B X := h
  let T : Matrix (m ⊕ n) (m ⊕ n) ℂ := fromBlocks 1 0 X 1
  let T' : Matrix (m ⊕ n) (m ⊕ n) ℂ := fromBlocks 1 0 (-X) 1
  let K : Matrix (m ⊕ n) (m ⊕ n) ℂ := fromBlocks (eliminated A B X) B 0 (D - X * B)
  have hT : T * T' = 1 := by
    simp [T, T', fromBlocks_multiply]
  have hT' : T' * T = 1 := mul_eq_one_comm.mp hT
  -- the shear `T` makes the Hamiltonian block triangular
  have hK : fullHamiltonian A B D * T = T * K := by
    simp only [fullHamiltonian, T, K, fromBlocks_multiply]
    rw [Matrix.fromBlocks_inj]
    refine ⟨?_, ?_, ?_, ?_⟩
    · simp [eliminated]
    · simp
    · simpa using h'
    · simp
  have hH : fullHamiltonian A B D = T * K * T' := by
    rw [← hK, mul_assoc, hT, mul_one]
  rw [hH, Matrix.charpoly_mul_comm, ← mul_assoc, hT', one_mul]
  exact Matrix.charpoly_fromBlocks_zero₂₁ _ _ _
```

Write charpoly(M) for the polynomial det(t − M) in t. Take the block shear T with rows (1, 0) and (X, 1), and the block triangular matrix K with rows (L, B) and (0, D − XB). Multiplying out gives

HT has rows (A + BX, B) and (B† + DX, D),

TK has rows (L, B) and (XL, XB + D − XB).

The upper rows agree by the definition of L, and the lower left blocks agree by the decoupling equation. So HT = TK. The inverse of T has rows (1, 0) and (−X, 1), hence H = TKT⁻¹ and

charpoly(H) = charpoly(K) = charpoly(L) · charpoly(D − XB).

In the code `T'` is T⁻¹, and `hK` is the identity HT = TK, checked block by block. `charpoly_mul_comm` moves T⁻¹ to the front, where it cancels T, and the last line is the rule for block triangular matrices.

## The main theorem

```lean
/-- Exact decoupling: let the diagonal blocks `A`, `D` be Hermitian, let `X` solve the
decoupling equation and let `R` be Hermitian with `R² G = 1`. Then the normalised Hamiltonian
is Hermitian, is similar to `L` through `R`, has the characteristic polynomial of `L`, and
this polynomial divides that of the full Hamiltonian. -/
theorem exact_decoupling [DecidableEq n] {A : Matrix m m ℂ} {B : Matrix m n ℂ}
    {D : Matrix n n ℂ} {X : Matrix n m ℂ} {R : Matrix m m ℂ} (hA : A.IsHermitian) (hD : D.IsHermitian)
    (h : Decouples A B D X) (hR : R.IsHermitian) (hRG : R * R * metric X = 1) :
    (normalised A B X R).IsHermitian ∧
    (IsUnit R ∧ normalised A B X R = R⁻¹ * eliminated A B X * R) ∧
    (normalised A B X R).charpoly = (eliminated A B X).charpoly ∧
    (normalised A B X R).charpoly ∣ (fullHamiltonian A B D).charpoly := by
  obtain ⟨hu, hs⟩ := normalised_similar A B hRG
  have hdet : IsUnit R.det := (Matrix.isUnit_iff_isUnit_det R).mp hu
  have hGL : (metric X * eliminated A B X)ᴴ = metric X * eliminated A B X := by
    rw [metric_mul_eliminated h]
    simp only [conjTranspose_add, conjTranspose_mul, conjTranspose_conjTranspose,
      hA.eq, hD.eq, Matrix.mul_assoc]
    abel
  -- similar matrices share their characteristic polynomial
  have hc : (normalised A B X R).charpoly = (eliminated A B X).charpoly := by
    rw [hs, Matrix.charpoly_mul_comm, ← mul_assoc, Matrix.mul_nonsing_inv R hdet, one_mul]
  refine ⟨?_, ⟨hu, hs⟩, hc, ?_⟩
  · show (R * (metric X * eliminated A B X) * R)ᴴ = R * (metric X * eliminated A B X) * R
    rw [conjTranspose_mul, conjTranspose_mul, hR.eq, hGL]
    exact (mul_assoc _ _ _).symm
  · rw [hc, charpoly_factor h]
    exact dvd_mul_right _ _
```

The hypotheses are those of the opening: `hA` and `hD` make the diagonal blocks Hermitian, `h` is the decoupling equation, and `hR` and `hRG` are the two conditions on R. The conclusion has four parts: the normalised Hamiltonian is Hermitian, it is R⁻¹LR with R invertible, it has the characteristic polynomial of L, and this polynomial divides (`∣`) that of H. Divisibility carries multiplicities along: an eigenvalue that occurs k times in the normalised Hamiltonian occurs at least k times in H.

The proof puts the earlier results together. `hGL` is the Hermiticity of GL, from which

(R(GL)R)† = R†(GL)†R† = R(GL)R.

`hc` uses the similarity: R⁻¹LR and L have the same characteristic polynomial. The divisibility is read off from the factorisation of charpoly(H).

The theorem does not construct X or R. Nor does it say which part of the spectrum L carries: in a Dirac problem, selecting the electronic solutions is a matter of choosing X. If the small-component basis has an overlap matrix S other than 1, both definitions change: the metric becomes G = 1 + X†SX and the decoupling equation becomes B† + DX = SXL.

## The secular equation with a metric

```lean
/-- The secular determinant with metric `G` factorises:
`det (G L - e G) = det G · det (L - e)`. -/
theorem secular_det (A : Matrix m m ℂ) (B : Matrix m n ℂ) (X : Matrix n m ℂ) (e : ℂ) :
    (metric X * eliminated A B X - e • metric X).det =
      (metric X).det * (eliminated A B X - e • (1 : Matrix m m ℂ)).det := by
  rw [← Matrix.det_mul, Matrix.mul_sub, Matrix.mul_smul, Matrix.mul_one]
```

The generalised eigenvalue problem GLφ = eGφ gives the same eigenvalues without forming R. Since GL − eG = G(L − e), the product rule for determinants gives

det(GL − eG) = det(G) · det(L − e).

This holds for every X and every complex e. The symbol `•` is multiplication of a matrix by a number.

```lean
/-- If `X` solves the decoupling equation, every root `e` of the secular equation
`det (G L - e G) = 0` is a root of the characteristic polynomial of the full Hamiltonian. -/
theorem secular_root [DecidableEq n] {A : Matrix m m ℂ} {B : Matrix m n ℂ}
    {D : Matrix n n ℂ} {X : Matrix n m ℂ} (h : Decouples A B D X) {e : ℂ}
    (he : (metric X * eliminated A B X - e • metric X).det = 0) :
    (fullHamiltonian A B D).charpoly.IsRoot e := by
  -- the metric is positive definite, so its determinant cannot vanish
  have hG : (metric X).det ≠ 0 :=
    (Matrix.PosDef.one.add_posSemidef (Matrix.posSemidef_conjTranspose_mul_self X)).det_pos.ne'
  rw [secular_det] at he
  have hz := (mul_eq_zero.mp he).resolve_left hG
  have hL : (eliminated A B X).charpoly.IsRoot e := by
    have hneg : Matrix.scalar m e - eliminated A B X =
        -(eliminated A B X - e • (1 : Matrix m m ℂ)) := by
      rw [neg_sub, Matrix.smul_one_eq_diagonal]
      rfl
    rw [Polynomial.IsRoot.def, Matrix.eval_charpoly, hneg, Matrix.det_neg, hz, mul_zero]
  exact hL.dvd (charpoly_factor h ▸ dvd_mul_right _ _)
```

For any nonzero φ,

φ†Gφ = φ†φ + (Xφ)†(Xφ) > 0,

so G is positive definite and det(G) ≠ 0. If the secular determinant vanishes, then det(L − e) = 0, and e is a root of charpoly(L). By the factorisation it is a root of charpoly(H) too. Every root of the secular equation is therefore an eigenvalue of the matrix H. Whether that eigenvalue is physically sound depends on the basis in which H was built.

The steps `hG`, `hz` and `hL` follow this order. The auxiliary `hneg` only accounts for the sign between L − e and e − L.

## A free Dirac particle

```lean
/-- Free Dirac particle: for Hermitian `P` with `P² = E² - M²` and `E + M ≠ 0`, the matrix
`X = P / (E + M)` solves the decoupling equation with blocks `M`, `P`, `-M`. Then `L` is `E`
times the identity, and so is the normalised Hamiltonian for every `R` with `R² G = 1`. -/
theorem free_particle {P : Matrix m m ℂ} (hP : P.IsHermitian) {M E : ℝ}
    (hPP : P * P = ((E : ℂ) ^ 2 - (M : ℂ) ^ 2) • (1 : Matrix m m ℂ)) (hE : E + M ≠ 0) :
    Decouples ((M : ℂ) • 1) P ((-(M : ℂ)) • 1) (((E : ℂ) + M)⁻¹ • P) ∧
    eliminated ((M : ℂ) • 1) P (((E : ℂ) + M)⁻¹ • P) = (E : ℂ) • 1 ∧
    ∀ R : Matrix m m ℂ, R * R * metric (((E : ℂ) + M)⁻¹ • P) = 1 →
      normalised ((M : ℂ) • 1) P (((E : ℂ) + M)⁻¹ • P) R = (E : ℂ) • 1 := by
  have hc : (E : ℂ) + M ≠ 0 := by exact_mod_cast hE
  have hL : eliminated ((M : ℂ) • 1) P (((E : ℂ) + M)⁻¹ • P) = (E : ℂ) • 1 := by
    rw [eliminated, Matrix.mul_smul, hPP, smul_smul, ← add_smul]
    congr 1
    field_simp
    ring
  refine ⟨?_, hL, fun R hR => ?_⟩
  · have hs : 1 + -(M : ℂ) * ((E : ℂ) + M)⁻¹ = (E : ℂ) * ((E : ℂ) + M)⁻¹ := by
      field_simp
      ring
    rw [Decouples, hL, hP.eq, Matrix.smul_mul, Matrix.one_mul, Matrix.mul_smul,
      Matrix.mul_one, smul_smul, smul_smul, ← hs, add_smul, one_smul]
  · obtain ⟨hu, hs⟩ := normalised_similar ((M : ℂ) • 1) P hR
    rw [hs, hL, Matrix.mul_smul, Matrix.mul_one, Matrix.smul_mul,
      Matrix.nonsing_inv_mul R ((Matrix.isUnit_iff_isUnit_det R).mp hu)]
```

In units with c = 1, P stands for σ·p at a fixed momentum, and the condition P² = E² − M² is the relativistic energy–momentum relation. The theorem allows a Hermitian P of any finite size. The blocks are A = M, B = P and D = −M, and X = P/(E + M). Then

L = M + P²/(E + M) = M + (E − M) = E,

B† + DX = P − MP/(E + M) = EP/(E + M) = XL.

So the decoupling equation holds and L is E times the identity. The normalised Hamiltonian is R⁻¹ER = E for every R with R²G = 1, Hermitian or not.

The sign of E is left open, so the statement also covers the negative-energy branch wherever E + M ≠ 0. The excluded case E = −M includes a particle at rest on that branch, whose state has no large component to start from.

The proof establishes `hL` first, then the decoupling equation, and takes the last claim from `normalised_similar`. The notation `(M : ℂ)` treats the real number M as a complex one.

```lean
/-- The blocks `A = 7`, `B = 24 σ_z`, `D = -7` with `X = (3/4) σ_z` and `R = 4/5` meet all
hypotheses of `exact_decoupling`. -/
theorem exact_decoupling_witness :
    (!![7, 0; 0, 7] : Matrix (Fin 2) (Fin 2) ℂ).IsHermitian ∧
    (!![-7, 0; 0, -7] : Matrix (Fin 2) (Fin 2) ℂ).IsHermitian ∧
    Decouples (!![7, 0; 0, 7] : Matrix (Fin 2) (Fin 2) ℂ) !![24, 0; 0, -24]
      !![-7, 0; 0, -7] !![3 / 4, 0; 0, -(3 / 4)] ∧
    (!![4 / 5, 0; 0, 4 / 5] : Matrix (Fin 2) (Fin 2) ℂ).IsHermitian ∧
    (!![4 / 5, 0; 0, 4 / 5] : Matrix (Fin 2) (Fin 2) ℂ) * !![4 / 5, 0; 0, 4 / 5] *
      metric (!![3 / 4, 0; 0, -(3 / 4)] : Matrix (Fin 2) (Fin 2) ℂ) = 1 := by

  -- `X` is its own conjugate transpose
  have hX : (!![3 / 4, 0; 0, -(3 / 4)] : Matrix (Fin 2) (Fin 2) ℂ)ᴴ =
      !![3 / 4, 0; 0, -(3 / 4)] := by
    ext i j
    fin_cases i <;> fin_cases j <;> simp
  simp only [Matrix.IsHermitian, Decouples, eliminated, metric]
  refine ⟨?_, ?_, ?_, ?_, ?_⟩
  rotate_left 4
  · rw [hX, Matrix.one_fin_two]
    simp only [Matrix.mul_fin_two]
    ext i j
    fin_cases i <;> fin_cases j <;> simp <;> norm_num
  all_goals
    ext i j
    fin_cases i <;> fin_cases j <;>
      simp [Matrix.mul_apply, Fin.sum_univ_succ] <;> norm_num

end

end ExactDecoupling
```

Here the mass is 7 and the momentum is 24 along z, so the energy is 25 because 7² + 24² = 25². The formula for X gives 24/32 = 3/4 times σ_z. Then G = 1 + 9/16 = 25/16, and R = 4/5 satisfies R²G = 1. The five statements are the five hypotheses of `exact_decoupling` for these matrices, so that theorem applies to at least one case with nonzero coupling.

The notation `!![a, b; c, d]` lists a matrix by rows, and `fin_cases` splits each matrix equation into its four entries, which are then checked by exact arithmetic.

```lean
#print axioms ExactDecoupling.exact_decoupling
#print axioms ExactDecoupling.secular_root
#print axioms ExactDecoupling.free_particle
```

```
'ExactDecoupling.exact_decoupling' depends on axioms: [propext, Classical.choice, Quot.sound]
'ExactDecoupling.secular_root' depends on axioms: [propext, Classical.choice, Quot.sound]
'ExactDecoupling.free_particle' depends on axioms: [propext, Classical.choice, Quot.sound]
```
